# Projecting out an invariant subspace replaces its eigenvalues by zeros and keeps the others

An iterative eigensolver that has found one eigenvector of a matrix $A$ can converge to the same vector again when asked for the next. Jacobi–Davidson methods counter this by projecting the converged vectors out of the problem. But a projection changes the operator. If it also shifted or removed other eigenvalues, the solver would report numbers that don't belong to $A$, or miss some that do. For a non-normal $A$ this can't be ruled out at a glance, because the orthogonal complement of the converged space need not be invariant.

Let $A$ be a complex $n\times n$ matrix, and let the $k$ columns of $Q$ be orthonormal and span an invariant subspace:

$$Q^HQ=1,\qquad AQ=QR,\qquad P=1-QQ^H .$$

The eigenvalues of the $k\times k$ matrix $R$ are the converged ones. Writing $\chi_M(X)=\det(X-M)$, the claim is

$$\chi_{PAP}(X)\,\chi_R(X)=X^k\chi_A(X).$$

Moreover, $A$ and $PAP$ share the same list of remaining eigenvalues, counted with algebraic multiplicity.

## From a factorisation to the spectrum

Orthonormality gives $PQ=Q-Q(Q^HQ)=0$, and hence $P^2=P-PQQ^H=P$. For any $k\times k$ matrix $Y$, the exchange rule $\det(1+UV)=\det(1+VU)$ gives

$$\det(P+QYQ^H)=\det\bigl(1+Q(Y-1)Q^H\bigr)=\det\bigl(1+(Y-1)Q^HQ\bigr)=\det Y.$$

Now take any complex $z$. Since $P^2=P$ and $PQ=0$,

$$(z-AP)\bigl(P+Q(z-R)Q^H\bigr)=zP-AP+z^2QQ^H-zQRQ^H.$$

Since $AQQ^H=QRQ^H$, the product $(z-A)(P+zQQ^H)$ expands to the same expression. Taking determinants of both products yields

$$\det(z-AP)\,\det(z-R)=z^k\det(z-A).$$

Nothing was inverted, so $z$ may itself be an eigenvalue. Because $\chi_{UV}=\chi_{VU}$ for square matrices,

$$\chi_{PAP}=\chi_{P(PA)}=\chi_{PA}=\chi_{AP}.$$

Polynomials that agree at every $z$ are equal, which proves the identity.

To exhibit the $k$ zeros, set $B=PAP+QQ^H$. Then $BQ=Q$ and $PBP=PAP$, so the identity applied to $B$, with the unit matrix in place of $R$, reads

$$\chi_{PAP}(X)\,(X-1)^k=X^k\chi_B(X).$$

As $X^k$ and $(X-1)^k$ are coprime, $\chi_{PAP}=X^kg$ for some polynomial $g$. Inserting this into the identity for $A$ and cancelling $X^k$ gives $\chi_A=\chi_R\,g$. The roots of $g$ are the remaining eigenvalues.

## A spin flip and a subspace that is not invariant

Orthonormal columns alone are not enough, even for Hermitian $A$. Take

$$A=\begin{pmatrix}0&1\\1&0\end{pmatrix},\qquad Q=\begin{pmatrix}1\\0\end{pmatrix}.$$

Here $AQ$ is not a multiple of $Q$. The projector is $P=\operatorname{diag}(0,1)$ and $PAP=0$, so both eigenvalues $\pm1$ of $A$ have disappeared. The identity would require $X^2(X-r)=X(X^2-1)$, which no number $r$ satisfies.

## The projector and the deflated operator in Lean

In the code `n` and `k` are finite index types, not numbers; the number of converged vectors is `Fintype.card k`. The conjugate transpose is `Qᴴ`, and `z • 1` is $z$ times the unit matrix. The hypotheses `hQ` and `hA` are $Q^HQ=1$ and $AQ=QR$. In a partial Schur form $R$ would be upper triangular; here it may be any square matrix, and $A$ need not be normal.

```lean
import Mathlib

open Matrix Polynomial

namespace JacobiDavidsonDeflation

noncomputable section

variable {n k : Type*} [Fintype n] [DecidableEq n] [Fintype k] [DecidableEq k]
```

The projector is called `deflator`.

```lean
/-- The matrix `P = 1 - Q Qᴴ`. If the columns of `Q` are orthonormal, it removes the components
along them. -/
def deflator (Q : Matrix n k ℂ) : Matrix n n ℂ := 1 - Q * Qᴴ
```

The operator $PAP$ acts on the full space, which is why the removed directions show up as zeros in its spectrum. These zeros need not be eigenvalues of $A$. A solver keeps clear of them by holding its search vectors orthogonal to the columns of $Q$.

```lean
/-- The deflated operator `P A P` with `P = 1 - Q Qᴴ`. -/
def deflated (A : Matrix n n ℂ) (Q : Matrix n k ℂ) : Matrix n n ℂ :=
  deflator Q * A * deflator Q
```

The next two lemmas are $PQ=0$ and $P^2=P$.

```lean
/-- If the columns of `Q` are orthonormal, `P` annihilates them. -/
theorem deflator_mul_basis {Q : Matrix n k ℂ} (hQ : Qᴴ * Q = 1) :
    deflator Q * Q = 0 := by
  rw [deflator, Matrix.sub_mul, Matrix.one_mul, Matrix.mul_assoc, hQ, Matrix.mul_one, sub_self]

/-- If the columns of `Q` are orthonormal, `P` is a projection: `P P = P`. -/
theorem deflator_idempotent {Q : Matrix n k ℂ} (hQ : Qᴴ * Q = 1) :
    deflator Q * deflator Q = deflator Q := by
  calc deflator Q * deflator Q = deflator Q * (1 - Q * Qᴴ) := rfl
    _ = deflator Q := by
      rw [Matrix.mul_sub, Matrix.mul_one, ← Matrix.mul_assoc, deflator_mul_basis hQ,
        Matrix.zero_mul, sub_zero]
```

In the determinant lemma, `h` rewrites the matrix as $1+Q(Y-1)Q^H$, and `Matrix.det_one_add_mul_comm` is the exchange rule.

```lean
/-- For orthonormal columns of `Q`, an operator that acts as `Y` on their span and as the
identity on the orthogonal complement has determinant `det Y`. -/
theorem det_deflator_add {Q : Matrix n k ℂ} (hQ : Qᴴ * Q = 1) (Y : Matrix k k ℂ) :
    (deflator Q + Q * Y * Qᴴ).det = Y.det := by
  have h : deflator Q + Q * Y * Qᴴ = 1 + Q * ((Y - 1) * Qᴴ) := by
    rw [deflator, Matrix.sub_mul, Matrix.one_mul, Matrix.mul_sub, ← Matrix.mul_assoc]
    abel
  have h' : 1 + (Y - 1) = Y := by abel
  rw [h, Matrix.det_one_add_mul_comm, Matrix.mul_assoc, hQ, Matrix.mul_one, h']
```

## The identity for characteristic polynomials

In the proof of the secular identity, `h1` expands the left-hand product for a general $Y$, and `c` is the only place where invariance enters. The equality of the two products is `hfac`; after expansion, `module` compares the terms. `det_deflator_add` then evaluates one factor on each side.

```lean
/-- Secular determinants: if `Q` has `k` orthonormal columns and `A Q = Q R`, then
`det (z - A P) det (z - R) = z ^ k det (z - A)` for every complex `z`. -/
theorem secular_identity {A : Matrix n n ℂ} {Q : Matrix n k ℂ} {R : Matrix k k ℂ}
    (hQ : Qᴴ * Q = 1) (hA : A * Q = Q * R) (z : ℂ) :
    (z • (1 : Matrix n n ℂ) - A * deflator Q).det * (z • (1 : Matrix k k ℂ) - R).det
      = z ^ Fintype.card k * (z • (1 : Matrix n n ℂ) - A).det := by
  -- `A P` sees only the complement of the converged space
  have h1 : ∀ Y : Matrix k k ℂ,
      (z • (1 : Matrix n n ℂ) - A * deflator Q) * (deflator Q + Q * Y * Qᴴ)
        = z • deflator Q - A * deflator Q + z • (Q * Y * Qᴴ) := by
    intro Y
    have a : A * deflator Q * deflator Q = A * deflator Q := by
      rw [Matrix.mul_assoc, deflator_idempotent hQ]
    have b : A * deflator Q * (Q * Y * Qᴴ) = 0 := by
      calc A * deflator Q * (Q * Y * Qᴴ) = A * ((deflator Q * Q) * (Y * Qᴴ)) := by
            simp only [Matrix.mul_assoc]
        _ = 0 := by rw [deflator_mul_basis hQ, Matrix.zero_mul, Matrix.mul_zero]
    rw [Matrix.sub_mul, Matrix.mul_add, Matrix.mul_add, a, b, Matrix.smul_mul,
      Matrix.smul_mul, Matrix.one_mul, Matrix.one_mul]
    abel
  have c : A * (Q * Qᴴ) = Q * R * Qᴴ := by rw [← Matrix.mul_assoc, hA]
  have d : Q * (z • (1 : Matrix k k ℂ)) * Qᴴ = z • (Q * Qᴴ) := by
    rw [Matrix.mul_smul, Matrix.mul_one, Matrix.smul_mul]
  have e : Q * (z • (1 : Matrix k k ℂ) - R) * Qᴴ = z • (Q * Qᴴ) - Q * R * Qᴴ := by
    rw [Matrix.mul_sub, Matrix.sub_mul, d]
  -- two factorisations of one matrix
  have hfac : (z • (1 : Matrix n n ℂ) - A * deflator Q)
        * (deflator Q + Q * (z • (1 : Matrix k k ℂ) - R) * Qᴴ)
      = (z • (1 : Matrix n n ℂ) - A)
        * (deflator Q + Q * (z • (1 : Matrix k k ℂ)) * Qᴴ) := by
    rw [h1, d, e, Matrix.sub_mul, Matrix.mul_add, Matrix.mul_add, Matrix.smul_mul,
      Matrix.smul_mul, Matrix.one_mul, Matrix.one_mul, Matrix.mul_smul, c]
    module
  have hdet := congrArg Matrix.det hfac
  rw [Matrix.det_mul, Matrix.det_mul, det_deflator_add hQ, det_deflator_add hQ,
    Matrix.det_smul, Matrix.det_one, mul_one] at hdet
  rw [hdet, mul_comm]
```

The step from numbers to polynomials is `Polynomial.funext`, and `hcyc` is the cyclic argument that drops one projector.

```lean
/-- If `Q` has `k` orthonormal columns and `A Q = Q R`, the characteristic polynomials
satisfy `χ(P A P) χ(R) = X ^ k χ(A)`. -/
theorem charpoly_deflated {A : Matrix n n ℂ} {Q : Matrix n k ℂ} {R : Matrix k k ℂ}
    (hQ : Qᴴ * Q = 1) (hA : A * Q = Q * R) :
    (deflated A Q).charpoly * R.charpoly = X ^ Fintype.card k * A.charpoly := by
  -- by cyclicity one of the two projectors may be dropped
  have hcyc : (deflated A Q).charpoly = (A * deflator Q).charpoly := by
    rw [deflated, Matrix.charpoly_mul_comm, ← Matrix.mul_assoc, deflator_idempotent hQ,
      Matrix.charpoly_mul_comm]
  rw [hcyc]
  apply Polynomial.funext
  intro z
  have hn : Matrix.scalar n z = z • (1 : Matrix n n ℂ) := by
    ext i j
    simp [Matrix.diagonal_apply, Matrix.one_apply]
  have hk : Matrix.scalar k z = z • (1 : Matrix k k ℂ) := by
    ext i j
    simp [Matrix.diagonal_apply, Matrix.one_apply]
  rw [Polynomial.eval_mul, Polynomial.eval_mul, Polynomial.eval_pow, Polynomial.eval_X,
    Matrix.eval_charpoly, Matrix.eval_charpoly, Matrix.eval_charpoly, hn, hk]
  exact secular_identity hQ hA z
```

## The remaining eigenvalues

The auxiliary matrix $B$ appears below as `deflated A Q + Q * Qᴴ`. The facts `hB` and `hsame` are $BQ=Q$ and $PBP=PAP$, `hcop` starts the coprimality argument, and `mul_left_cancel₀` cancels $X^k$.

```lean
/-- If `Q` has `k` orthonormal columns and `A Q = Q R`, then `χ(A) = χ(R) g` and
`χ(P A P) = X ^ k g` with the same polynomial `g`. -/
theorem charpoly_common_factor {A : Matrix n n ℂ} {Q : Matrix n k ℂ} {R : Matrix k k ℂ}
    (hQ : Qᴴ * Q = 1) (hA : A * Q = Q * R) :
    ∃ g : ℂ[X], A.charpoly = R.charpoly * g ∧
      (deflated A Q).charpoly = X ^ Fintype.card k * g := by
  have hPQ := deflator_mul_basis hQ
  have hPP := deflator_idempotent hQ
  -- move the converged eigenvalues to 1; the deflated operator does not notice
  have hB : (deflated A Q + Q * Qᴴ) * Q = Q * (1 : Matrix k k ℂ) := by
    rw [Matrix.add_mul, deflated, Matrix.mul_assoc _ _ Q, hPQ, Matrix.mul_zero, zero_add,
      Matrix.mul_assoc, hQ]
  have hsame : deflated (deflated A Q + Q * Qᴴ) Q = deflated A Q := by
    have h1 : deflator Q * (Q * Qᴴ) = 0 := by
      rw [← Matrix.mul_assoc, hPQ, Matrix.zero_mul]
    have h2 : deflator Q * deflated A Q = deflated A Q := by
      rw [deflated, ← Matrix.mul_assoc, ← Matrix.mul_assoc, hPP]
    have h3 : deflated A Q * deflator Q = deflated A Q := by
      rw [deflated, Matrix.mul_assoc, hPP]
    rw [deflated, Matrix.mul_add, h1, h2, add_zero, h3]
  have hshift := charpoly_deflated hQ hB
  rw [hsame, Matrix.charpoly_one] at hshift
  have hcop : IsCoprime (X : ℂ[X]) (X - 1) := ⟨1, -1, by ring⟩
  have hdvd : (X : ℂ[X]) ^ Fintype.card k ∣ (deflated A Q).charpoly :=
    (hcop.pow (m := Fintype.card k) (n := Fintype.card k)).dvd_of_dvd_mul_right
      ⟨_, hshift⟩
  obtain ⟨g, hg⟩ := hdvd
  refine ⟨g, ?_, hg⟩
  have hmain := charpoly_deflated hQ hA
  rw [hg] at hmain
  apply mul_left_cancel₀ (pow_ne_zero (Fintype.card k) (Polynomial.X_ne_zero (R := ℂ)))
  rw [← hmain]
  ring
```

The spectrum is the multiset `charpoly.roots`, in which each eigenvalue appears as often as its algebraic multiplicity. The theorem provides one multiset `s` that completes both spectra; the proof takes it to be the roots of $g$.

```lean
/-- Deflated spectrum: if `Q` has `k` orthonormal columns and `A Q = Q R`, then, counted with
algebraic multiplicity, `A` has the eigenvalues of `R` and a remainder `s`, while `P A P` has
`k` zeros and the same remainder `s`. -/
theorem deflated_spectrum {A : Matrix n n ℂ} {Q : Matrix n k ℂ} {R : Matrix k k ℂ}
    (hQ : Qᴴ * Q = 1) (hA : A * Q = Q * R) :
    ∃ s : Multiset ℂ, A.charpoly.roots = R.charpoly.roots + s ∧
      (deflated A Q).charpoly.roots = Multiset.replicate (Fintype.card k) 0 + s := by
  obtain ⟨g, h1, h2⟩ := charpoly_common_factor hQ hA
  have n1 : R.charpoly * g ≠ 0 := h1 ▸ A.charpoly_monic.ne_zero
  have n2 : X ^ Fintype.card k * g ≠ 0 := h2 ▸ (deflated A Q).charpoly_monic.ne_zero
  refine ⟨g.roots, ?_, ?_⟩
  · rw [h1, Polynomial.roots_mul n1]
  · rw [h2, Polynomial.roots_mul n2, Polynomial.roots_X_pow, Multiset.nsmul_singleton]
```

The remainder `s` may itself contain zeros, or further copies of a converged eigenvalue if $R$ did not account for all of them. For a nonzero `μ` that is not an eigenvalue of `R`, counting its occurrences in both multisets gives equal multiplicities.

```lean
/-- If `Q` has orthonormal columns and `A Q = Q R`, every nonzero `μ` that is not an eigenvalue
of `R` has the same algebraic multiplicity in `P A P` as in `A`. -/
theorem multiplicity_preserved {A : Matrix n n ℂ} {Q : Matrix n k ℂ} {R : Matrix k k ℂ}
    (hQ : Qᴴ * Q = 1) (hA : A * Q = Q * R) {μ : ℂ} (hμ : μ ≠ 0)
    (hR : ¬ R.charpoly.IsRoot μ) :
    (deflated A Q).charpoly.rootMultiplicity μ = A.charpoly.rootMultiplicity μ := by
  obtain ⟨s, h1, h2⟩ := deflated_spectrum hQ hA
  rw [← Polynomial.count_roots, ← Polynomial.count_roots, h1, h2, Multiset.count_add,
    Multiset.count_add,
    Multiset.count_eq_zero_of_notMem (fun h => hμ (Multiset.eq_of_mem_replicate h)),
    Multiset.count_eq_zero_of_notMem (fun h => hR (Polynomial.isRoot_of_mem_roots h))]
```

In electronic structure, $A$ could be a Hamiltonian in a finite orthonormal basis or a non-Hermitian equation-of-motion coupled-cluster matrix, provided that the converged subspace is exactly invariant. A running solver has only $AQ\approx QR$, and the passage from a small residual to a small eigenvalue error needs a separate perturbation estimate, which can be poor for non-normal $A$. Convergence of the Jacobi–Davidson iteration is a different question again.

## A non-normal two-level matrix

The last theorem checks both hypotheses on a matrix with eigenvalues 2 and 3, and computes $PAP$ entry by entry. The converged 2 becomes 0 and the 3 stays.

```lean
/-- The matrix `A` with rows `(2, 1)` and `(0, 3)`, the column `Q = (1, 0)` and `R = (2)` satisfy
`Qᴴ Q = 1` and `A Q = Q R`, and `P A P` is diagonal with entries `0` and `3`. -/
theorem deflation_witness :
    (!![1; 0] : Matrix (Fin 2) (Fin 1) ℂ)ᴴ * (!![1; 0] : Matrix (Fin 2) (Fin 1) ℂ) = 1 ∧
    (!![2, 1; 0, 3] : Matrix (Fin 2) (Fin 2) ℂ) * (!![1; 0] : Matrix (Fin 2) (Fin 1) ℂ)
      = (!![1; 0] : Matrix (Fin 2) (Fin 1) ℂ) * (!![2] : Matrix (Fin 1) (Fin 1) ℂ) ∧
    deflated !![2, 1; 0, 3] (!![1; 0] : Matrix (Fin 2) (Fin 1) ℂ) = !![0, 0; 0, 3] := by
  have hP : deflator (!![1; 0] : Matrix (Fin 2) (Fin 1) ℂ) = !![0, 0; 0, 1] := by
    ext i j
    rw [deflator, Matrix.sub_apply, Matrix.mul_apply]
    fin_cases i <;> fin_cases j <;> simp [Matrix.conjTranspose_apply]
  refine ⟨?_, ?_, ?_⟩
  · ext i j
    rw [Matrix.mul_apply]
    fin_cases i
    fin_cases j
    simp [Matrix.conjTranspose_apply, Fin.sum_univ_succ]
  · ext i j
    simp only [Matrix.mul_apply]
    fin_cases i <;> fin_cases j <;> simp [Fin.sum_univ_succ]
  · rw [deflated, hP]
    ext i j
    fin_cases i <;> fin_cases j <;> simp [Matrix.mul_apply, Fin.sum_univ_succ]

end

end JacobiDavidsonDeflation
```

The eigenvectors need not stay: for the eigenvalue 3, $A$ has $(1,1)/\sqrt2$, while $PAP$ has $(0,1)$.

```lean
#print axioms JacobiDavidsonDeflation.deflated_spectrum
#print axioms JacobiDavidsonDeflation.multiplicity_preserved
```

```
'JacobiDavidsonDeflation.deflated_spectrum' depends on axioms: [propext, Classical.choice, Quot.sound]
'JacobiDavidsonDeflation.multiplicity_preserved' depends on axioms: [propext, Classical.choice, Quot.sound]
```
